# The radial derivative of an electron's potential energy in the field of a nucleus and a spherical electron cloud

In Hartree atomic units, an electron at radius r from a point nucleus of charge Z, inside a spherical cloud of other electrons, has electrostatic potential energy V(r) = −Z/r + N(r)/r + ∫ n(s)/s ds, where the integral runs from r to infinity. Here n is the radial density of the cloud, the number of electrons per unit radius with the factor 4πr² included, and N(r) is the integral of n from 0 to r. The theorem `hasDerivAt_potential` states that V has derivative (Z − N(r))/r² at every r > 0. The density is a given real function, assumed continuous and integrable on (0, ∞); neither its sign nor its total integral is fixed. The proof differentiates the terms separately, and the n(r)/r from the inner charge cancels the −n(r)/r from the outer integral. To differentiate the outer integral, it writes the integral beyond u as the fixed integral beyond r/2 less the part from r/2 to u.

This version doesn't compile in Lean 4 with Mathlib:

```lean
import Mathlib

open MeasureTheory Set Filter

namespace ScreenedSpinOrbit

noncomputable section

/-- The electronic charge `N(r)` inside radius `r` for the radial density `n`. -/
def enclosed (n : ℝ → ℝ) (r : ℝ) : ℝ := ∫ s in Ioc 0 r, n s

/-- The potential energy of an electron at radius `r > 0` in the field of a nucleus of charge `Z`
and a spherical electron cloud of radial density `n`. -/
def potential (Z : ℝ) (n : ℝ → ℝ) (r : ℝ) : ℝ :=
  -Z / r + enclosed n r / r + ∫ s in Ioi r, n s / s

variable {n : ℝ → ℝ}

/-- Gauss's law for the screened nucleus: `V'(r) = (Z - N(r)) / r²` at every `r > 0`. -/
theorem hasDerivAt_potential (Z : ℝ) (hcont : ContinuousOn n (Ioi 0))
    (hint : IntegrableOn n (Ioi 0)) {r : ℝ} (hr : 0 < r) :
    HasDerivAt (potential Z n) ((Z - enclosed n r) / r ^ 2) r := by
  -- the inner charge grows at the rate `n r`
  have hN : HasDerivAt (enclosed n) (n r) r := by
    have h := intervalIntegral.integral_hasDerivAt_right
      ((intervalIntegrable_iff_integrableOn_Ioc_of_le hr.le).2
        (hint.mono_set Ioc_subset_Ioi_self))
      (ContinuousOn.stronglyMeasurableAtFilter isOpen_Ioi hcont r hr)
      (hcont.continuousAt (Ioi_mem_nhds hr))
    refine h.congr_of_eventuallyEq ?_
    filter_upwards [Ioi_mem_nhds hr] with u hu
    exact (intervalIntegral.integral_of_le (le_of_lt hu)).symm
  -- the potential of the outer charge falls at the rate `n r / r`
  have ha : 0 < r / 2 := by positivity
  have htail : IntegrableOn (fun s => n s / s) (Ioi (r / 2)) := by
    have h := hint.mono_set (Ioi_subset_Ioi ha.le)
    refine Integrable.mono' ((Integrable.norm h).div_const (r / 2))
      (h.aestronglyMeasurable.aemeasurable.div aemeasurable_id).aestronglyMeasurable
      (ae_restrict_of_forall_mem measurableSet_Ioi fun s hs => ?_)
    have hs' : r / 2 < s := hs
    rw [norm_div, Real.norm_of_nonneg (ha.trans hs').le]
    exact div_le_div_of_nonneg_left (norm_nonneg _) ha hs'.le
  have hc : ContinuousOn (fun s => n s / s) (Ioi 0) :=
    hcont.div continuousOn_id fun s hs => ne_of_gt hs
  have hM : HasDerivAt (fun u => ∫ s in Ioi u, n s / s) (-(n r / r)) r := by
    have h := intervalIntegral.integral_hasDerivAt_right
      ((intervalIntegrable_iff_integrableOn_Ioc_of_le (by linarith : r / 2 ≤ r)).2
        (htail.mono_set Ioc_subset_Ioi_self))
      (ContinuousOn.stronglyMeasurableAtFilter isOpen_Ioi hc r hr)
      (hc.continuousAt (Ioi_mem_nhds hr))
    refine (h.const_sub (∫ s in Ioi (r / 2), n s / s)).congr_of_eventuallyEq ?_
    filter_upwards [Ioi_mem_nhds (by linarith : r / 2 < r)] with u hu
    have hu' : r / 2 ≤ u := le_of_lt hu
    have hsplit := setIntegral_union (Ioc_disjoint_Ioi le_rfl) measurableSet_Ioi
      (htail.mono_set (Ioc_subset_Ioi_self (b := u))) (htail.mono_set (Ioi_subset_Ioi hu'))
    rw [Ioc_union_Ioi_eq_Ioi hu'] at hsplit
    rw [intervalIntegral.integral_of_le hu']
    linarith
  have h := (((hasDerivAt_const r (-Z)).fun_div (hasDerivAt_id' r) hr.ne').fun_add
    (hN.fun_div (hasDerivAt_id' r) hr.ne')).fun_add hM
  refine h.congr_deriv ?_
  field_simp
  ring

end

end ScreenedSpinOrbit
```

Lean reports:

```
Main.lean:55:22: error: Application type mismatch: The argument
  Ioc_subset_Ioi_self
has type
  Ioc u ?m.647 ⊆ Ioi u
but is expected to have type
  Ioc ?m.623 u ⊆ Ioi (r / 2)
in the application
  IntegrableOn.mono_set htail Ioc_subset_Ioi_self
```

Cause. The one error is in `hsplit`, which splits the integral beyond r/2 at the point u. Its first integrability argument needs the interval from r/2 to u to lie in `Ioi (r / 2)`. The lemma `Ioc_subset_Ioi_self` says that an `Ioc` lies in the `Ioi` of its left endpoint, and the attempt passed it `(b := u)`, meaning u as the right endpoint. In this lemma, though, `b` names the left endpoint, as the message shows: the term has type `Ioc u ?m.647 ⊆ Ioi u`, where `Ioc ?m.623 u ⊆ Ioi (r / 2)` was expected. The two cannot be matched, since u and r/2 are not definitionally equal.

The repair drops the named argument and states the inclusion with `show`, as `Ioc (r / 2) u ⊆ Ioi (r / 2)`. Lean then reads both endpoints off the stated type, and the same lemma proves it. Moving the other integrability argument to its own line is mere tidying.

This version goes through:

```diff
@@ -53,5 +53,6 @@
     have hu' : r / 2 ≤ u := le_of_lt hu
     have hsplit := setIntegral_union (Ioc_disjoint_Ioi le_rfl) measurableSet_Ioi
-      (htail.mono_set (Ioc_subset_Ioi_self (b := u))) (htail.mono_set (Ioi_subset_Ioi hu'))
+      (htail.mono_set (show Ioc (r / 2) u ⊆ Ioi (r / 2) from Ioc_subset_Ioi_self))
+      (htail.mono_set (Ioi_subset_Ioi hu'))
     rw [Ioc_union_Ioi_eq_Ioi hu'] at hsplit
     rw [intervalIntegral.integral_of_le hu']
```
